# One k-point gives the exact simple cubic zone average for finite sums of stars with an odd component

Suppose the average of a band over the simple cubic Brillouin zone is estimated by its value at k = 0. There all the plane-wave cosines equal 1, and their contributions add up instead of averaging out. For the nearest-neighbour band

c₀ + 2t (cos k₀ + cos k₁ + cos k₂)

with site energy c₀ and hopping amplitude t, the average is c₀, but the value at k = 0 is c₀ + 6t, wrong by half the bandwidth. At the Baldereschi point (π/2, π/2, π/2) this error is absent, and so is that of every other star whose vectors have an odd component.

## Which stars vanish, and what the others leave

Take the lattice constant as 1, so that lattice vectors R are integer triples, and number the axes 0, 1, 2. The star of R is the set of distinct vectors obtained from R by permuting axes and reversing signs. Its star sum is

A_R(k) = Σ_S cos(k·S), with S running over the star.

**Products of cosines.** The addition formulas give

cos(a+b+c) + cos(−a+b+c) + cos(a−b+c) + cos(a+b−c) = 4 cos a cos b cos c.

Put a = k₀S₀, b = k₁S₁, c = k₂S₂ and sum over the star. Reversing one axis only permutes the star, so each of the four sums on the left is A_R(k). Hence

A_R(k) = Σ_S cos(k₀S₀) cos(k₁S₁) cos(k₂S₂).

**An odd component.** If R has an odd component, so has every S in its star. At the Baldereschi point the corresponding factor is cos(πSᵢ/2) = 0, so A_R = 0.

**Even vectors.** If R = 2m, a member of the star has components ±2m₀, ±2m₁, ±2m₂ in some order. Its phase is π(±m₀ ± m₁ ± m₂). Changing a sign changes the bracket by an even number, so every member contributes the same cosine:

A_R = N_R (−1)^(m₀+m₁+m₂),

where N_R ≥ 1 is the number of members. This is never zero. For (2,0,0), N_R = 6 and m = (1,0,0), which gives −6.

**The zone average.** For an integer n ≠ 0,

∫ cos(nx) dx from −π to π = 2 sin(nπ)/n = 0.

Every member of a nonzero star has a nonzero component, so the triple integral of its cosine product vanishes. The average of c₀ + Σ_R c_R A_R(k) over finitely many nonzero stars is therefore c₀. If each R has an odd component, the value at the Baldereschi point is also c₀. If (2,0,0) is added with coefficient c₍₂,₀,₀₎, the value there is too large by −6c₍₂,₀,₀₎.

## Stars, averages and expansions in Lean

```lean
import Mathlib

open Real

namespace BaldereschiPoint

noncomputable section
```

A vector is a function on `Fin 3`, whose elements are 0, 1, 2. The type `ℤˣ` contains just 1 and −1, so the pairs below are the 48 signed permutations. Taking the image as a `Finset` removes repetitions.

```lean
/-- The star of a simple cubic lattice vector: all distinct vectors obtained from it by
permuting the axes and reversing their signs. -/
def latticeStar (R : Fin 3 → ℤ) : Finset (Fin 3 → ℤ) :=
  Finset.univ.image (fun g : Equiv.Perm (Fin 3) × (Fin 3 → ℤˣ) =>
    fun i => (g.2 i : ℤ) * R (g.1 i))
```

The star sum is not divided by the number of members, so a coefficient multiplies the whole star.

```lean
/-- The sum of the plane-wave cosines cos⟨k,S⟩ over the star of `R`. -/
def starSum (R : Fin 3 → ℤ) (k : Fin 3 → ℝ) : ℝ :=
  ∑ S ∈ latticeStar R, Real.cos (∑ i, k i * (S i : ℝ))

/-- The Baldereschi point (π/2, π/2, π/2), for lattice constant one. -/
def baldereschi : Fin 3 → ℝ := fun _ => π / 2
```

The zone average is an iterated integral over the cube, divided by its volume (2π)³.

```lean
/-- The average of a function over the cubic Brillouin zone with edges from -π to π. -/
def zoneAverage (f : (Fin 3 → ℝ) → ℝ) : ℝ :=
  (∫ x in (-π)..π, ∫ y in (-π)..π, ∫ z in (-π)..π, f ![x, y, z]) / (2 * π) ^ 3
```

The name `band` covers any function of the following form, whether or not it is an energy. The set `T` lists vectors that represent stars; two vectors from the same star simply add their contributions.

```lean
/-- A function of k expanded in a constant and finitely many star sums. -/
def band (c₀ : ℝ) (T : Finset (Fin 3 → ℤ)) (c : (Fin 3 → ℤ) → ℝ) (k : Fin 3 → ℝ) : ℝ :=
  c₀ + ∑ R ∈ T, c R * starSum R k
```

Take non-interacting electrons on a simple cubic lattice with one orbital per site, orthonormal orbitals, full cubic symmetry and finite hopping range, and let `T` hold one nonzero vector from each star that contributes. Then `c₀` is the site energy, the coefficients are hopping amplitudes, and the zone average is the mean energy per electron of a filled band. A general smooth periodic function with cubic symmetry has infinitely many stars. The one-point value is then a good estimate if the nonzero even stars together contribute little at the Baldereschi point.

## Sign reversal as a change of summation index

```lean
/-- Reversing the signs of any chosen axes leaves a sum over a star unchanged. -/
theorem sum_star_signs (R : Fin 3 → ℤ) (η : Fin 3 → ℤˣ) (f : (Fin 3 → ℤ) → ℝ) :
    ∑ S ∈ latticeStar R, f (fun i => (η i : ℤ) * S i) = ∑ S ∈ latticeStar R, f S := by
  have hmem : ∀ S ∈ latticeStar R, (fun i => (η i : ℤ) * S i) ∈ latticeStar R := by
    intro S hS
    simp only [latticeStar, Finset.mem_image, Finset.mem_univ, true_and] at hS ⊢
    obtain ⟨⟨σ, ε⟩, rfl⟩ := hS
    exact ⟨(σ, fun i => η i * ε i), by funext i; simp [mul_assoc]⟩
  have hinv : ∀ S : Fin 3 → ℤ, (fun i => (η i : ℤ) * ((η i : ℤ) * S i)) = S := by
    intro S
    funext i
    rw [← mul_assoc, ← Units.val_mul, Int.units_mul_self, Units.val_one, one_mul]
  exact Finset.sum_nbij' (fun S i => (η i : ℤ) * S i) (fun S i => (η i : ℤ) * S i)
    hmem hmem (fun S _ => hinv S) (fun S _ => hinv S) (fun _ _ => rfl)
```

The device here is `Finset.sum_nbij'`, which equates two finite sums given a map between their index sets and a map back. It asks that each map land in the right set, that each undo the other, and that the summands agree. A sign reversal is its own inverse, so `hmem` and `hinv` each serve twice, and the summands agree by definition. Since the sum runs over distinct vectors, there is no need to count how many signed permutations produce the same one.

The lemma is then used with one axis reversed at a time (`h1`, `h2`, `h3`), and `key` is the four-cosine identity.

```lean
/-- A star sum is the sum over the star of products of one cosine per axis. -/
theorem starSum_eq_prod (R : Fin 3 → ℤ) (k : Fin 3 → ℝ) :
    starSum R k = ∑ S ∈ latticeStar R,
      Real.cos (k 0 * S 0) * Real.cos (k 1 * S 1) * Real.cos (k 2 * S 2) := by
  have key : ∀ a b c : ℝ, Real.cos (a + b + c) + Real.cos (-a + b + c)
      + Real.cos (a + -b + c) + Real.cos (a + b + -c)
      = 4 * (Real.cos a * Real.cos b * Real.cos c) := by
    intro a b c
    simp only [Real.cos_add, Real.sin_add, Real.cos_neg, Real.sin_neg]
    ring
  have h := fun η => sum_star_signs R η (fun S => Real.cos (∑ i, k i * (S i : ℝ)))
  have h0 : ∑ S ∈ latticeStar R, Real.cos (k 0 * S 0 + k 1 * S 1 + k 2 * S 2)
      = starSum R k := by simp [starSum, Fin.sum_univ_three]
  -- reverse one axis at a time
  have h1 : ∑ S ∈ latticeStar R, Real.cos (-(k 0 * S 0) + k 1 * S 1 + k 2 * S 2)
      = starSum R k := by simpa [starSum, Fin.sum_univ_three] using h ![-1, 1, 1]
  have h2 : ∑ S ∈ latticeStar R, Real.cos (k 0 * S 0 + -(k 1 * S 1) + k 2 * S 2)
      = starSum R k := by simpa [starSum, Fin.sum_univ_three] using h ![1, -1, 1]
  have h3 : ∑ S ∈ latticeStar R, Real.cos (k 0 * S 0 + k 1 * S 1 + -(k 2 * S 2))
      = starSum R k := by simpa [starSum, Fin.sum_univ_three] using h ![1, 1, -1]
  have h4 := Finset.sum_congr (rfl : latticeStar R = latticeStar R)
    (fun S _ => key (k 0 * S 0) (k 1 * S 1) (k 2 * S 2))
  rw [Finset.sum_add_distrib, Finset.sum_add_distrib, Finset.sum_add_distrib,
    h0, h1, h2, h3, ← Finset.mul_sum] at h4
  linarith
```

## Values at the Baldereschi point

For even vectors, `hp` records that each sign change shifts a component of m by an even number. `ha` writes the phase as π times the sum of the components of m plus a multiple of 2π.

```lean
/-- At the Baldereschi point the star of an even vector 2m contributes its number of members times
the sign (-1)^(m₀+m₁+m₂). -/
theorem starSum_even (m : Fin 3 → ℤ) :
    starSum (fun i => 2 * m i) baldereschi
      = ((latticeStar (fun i => 2 * m i)).card : ℝ) * (-1) ^ (∑ i, m i) := by
  have h : ∀ S ∈ latticeStar (fun i => 2 * m i),
      Real.cos (∑ i, baldereschi i * (S i : ℝ)) = (-1) ^ (∑ i, m i) := by
    intro S hS
    simp only [latticeStar, Finset.mem_image, Finset.mem_univ, true_and] at hS
    obtain ⟨⟨σ, ε⟩, rfl⟩ := hS
    -- a sign change alters a component of m by an even number
    have hp : ∀ i, ∃ n : ℤ, (ε i : ℤ) * m (σ i) = m (σ i) + 2 * n := by
      intro i
      rcases Int.units_eq_one_or (ε i) with h | h
      · exact ⟨0, by simp [h]⟩
      · exact ⟨-m (σ i), by simp only [h, Units.val_neg, Units.val_one]; ring⟩
    choose n hn using hp
    have hs : ∑ i, (ε i : ℤ) * m (σ i) = ∑ i, m i + 2 * ∑ i, n i := by
      rw [← Equiv.sum_comp σ m, Finset.mul_sum, ← Finset.sum_add_distrib]
      exact Finset.sum_congr rfl (fun i _ => hn i)
    have ha : ∑ i, baldereschi i * (((ε i : ℤ) * (2 * m (σ i)) : ℤ) : ℝ)
        = ((∑ i, m i : ℤ) : ℝ) * π + ((∑ i, n i : ℤ) : ℝ) * (2 * π) := by
      have hr := congrArg (fun t : ℤ => (t : ℝ)) hs
      simp only [Fin.sum_univ_three, baldereschi] at hr ⊢
      push_cast at hr ⊢
      linear_combination π * hr
    refine (congrArg Real.cos ha).trans ?_
    rw [Real.cos_add_int_mul_two_pi, Real.cos_int_mul_pi]
  unfold starSum
  rw [Finset.sum_congr rfl h, Finset.sum_const, nsmul_eq_mul]
```

In the equivalence below, the forward direction assumes that no component is odd, writes R = 2m and contradicts the nonzero value just found. The converse follows the odd component to its new axis in each member, where it makes one cosine vanish.

```lean
/-- A star sum vanishes at the Baldereschi point exactly when the lattice vector has an odd
component. -/
theorem starSum_eq_zero_iff (R : Fin 3 → ℤ) :
    starSum R baldereschi = 0 ↔ ∃ i, Odd (R i) := by
  constructor
  · intro h
    by_contra hc
    choose m hm using fun i => Int.not_odd_iff_even.1 (fun ho => hc ⟨i, ho⟩)
    have e : R = fun i => 2 * m i := by
      funext i
      have := hm i
      omega
    rw [e, starSum_even] at h
    have hne : (latticeStar (fun i => 2 * m i)).Nonempty := Finset.univ_nonempty.image _
    exact mul_ne_zero (Nat.cast_ne_zero.2 (Finset.card_pos.2 hne).ne')
      (zpow_ne_zero _ (by norm_num)) h
  · rintro ⟨j, hj⟩
    rw [starSum_eq_prod]
    refine Finset.sum_eq_zero (fun S hS => ?_)
    -- the odd component survives in every member and kills one cosine
    have hz : ∃ i, Real.cos (baldereschi i * (S i : ℝ)) = 0 := by
      simp only [latticeStar, Finset.mem_image, Finset.mem_univ, true_and] at hS
      obtain ⟨⟨σ, ε⟩, rfl⟩ := hS
      have ho : Odd ((ε (σ.symm j) : ℤ) * R (σ (σ.symm j))) := by
        rw [Equiv.apply_symm_apply]
        rcases Int.units_eq_one_or (ε (σ.symm j)) with h | h
        · simpa [h] using hj
        · simpa [h, odd_neg] using hj
      obtain ⟨n, hn⟩ := ho
      refine ⟨σ.symm j, Real.cos_eq_zero_iff.2 ⟨n, ?_⟩⟩
      change π / 2 * (((ε (σ.symm j) : ℤ) * R (σ (σ.symm j)) : ℤ) : ℝ) = _
      rw [hn]
      push_cast
      ring
    obtain ⟨i, hi⟩ := hz
    fin_cases i
    · have h0 : Real.cos (baldereschi 0 * (S 0 : ℝ)) = 0 := hi
      rw [h0]; ring
    · have h0 : Real.cos (baldereschi 1 * (S 1 : ℝ)) = 0 := hi
      rw [h0]; ring
    · have h0 : Real.cos (baldereschi 2 * (S 2 : ℝ)) = 0 := hi
      rw [h0]; ring
```

## Integrating one axis at a time

In the next proof `w n` is the integral of cos(nx), and `line` integrates a constant plus a finite cosine sum along one axis. It is applied to z, y and x in turn (`hz`, `hy`, `hx`). Each remaining term then contains a factor `w n` with n ≠ 0, so their sum is zero, which is `hs`.

```lean
/-- The zone average of a constant plus finitely many products of cosines, each with a nonzero
lattice vector, is the constant. -/
theorem zoneAverage_cosines {ι : Type*} (U : Finset ι) (c₀ : ℝ) (a : ι → ℝ)
    (g : ι → Fin 3 → ℤ) (hg : ∀ j ∈ U, g j ≠ 0) :
    zoneAverage (fun k => c₀ + ∑ j ∈ U, a j * Real.cos (k 0 * g j 0)
      * Real.cos (k 1 * g j 1) * Real.cos (k 2 * g j 2)) = c₀ := by
  let w : ℤ → ℝ := fun n => ∫ x in (-π)..π, Real.cos (x * n)
  have hw : ∀ n : ℤ, n ≠ 0 → w n = 0 := by
    intro n hn
    have hn' : (n : ℝ) ≠ 0 := Int.cast_ne_zero.2 hn
    change ∫ x in (-π)..π, Real.cos (x * n) = 0
    rw [intervalIntegral.integral_comp_mul_right (fun y => Real.cos y) hn', integral_cos,
      neg_mul, Real.sin_neg, mul_comm π, Real.sin_int_mul_pi]
    simp
  -- integration along one axis
  have line : ∀ (c : ℝ) (b : ι → ℝ) (n : ι → ℤ),
      ∫ x in (-π)..π, (c + ∑ j ∈ U, b j * Real.cos (x * n j))
        = 2 * π * c + ∑ j ∈ U, b j * w (n j) := by
    intro c b n
    have i0 : IntervalIntegrable (fun _ : ℝ => c) MeasureTheory.volume (-π) π :=
      continuous_const.intervalIntegrable _ _
    have i1 : ∀ j ∈ U, IntervalIntegrable (fun x : ℝ => b j * Real.cos (x * n j))
        MeasureTheory.volume (-π) π :=
      fun j _ => Continuous.intervalIntegrable (by fun_prop) _ _
    have i2 : IntervalIntegrable (fun x : ℝ => ∑ j ∈ U, b j * Real.cos (x * n j))
        MeasureTheory.volume (-π) π :=
      (continuous_finsetSum _ (fun j _ => by fun_prop)).intervalIntegrable _ _
    rw [intervalIntegral.integral_add i0 i2, intervalIntegral.integral_finsetSum i1,
      intervalIntegral.integral_const, smul_eq_mul]
    congr 1
    · ring
    · exact Finset.sum_congr rfl (fun j _ => intervalIntegral.integral_const_mul _ _)
  have hz : ∀ x y : ℝ, ∫ z in (-π)..π, (c₀ + ∑ j ∈ U, a j * Real.cos (x * g j 0)
      * Real.cos (y * g j 1) * Real.cos (z * g j 2))
      = 2 * π * c₀ + ∑ j ∈ U, a j * w (g j 2) * Real.cos (x * g j 0)
        * Real.cos (y * g j 1) := fun x y =>
    (line c₀ (fun j => a j * Real.cos (x * g j 0) * Real.cos (y * g j 1))
      (fun j => g j 2)).trans
      (congrArg (2 * π * c₀ + ·) (Finset.sum_congr rfl (fun j _ => by ring)))
  have hy : ∀ x : ℝ, ∫ y in (-π)..π, (2 * π * c₀ + ∑ j ∈ U, a j * w (g j 2)
      * Real.cos (x * g j 0) * Real.cos (y * g j 1))
      = 2 * π * (2 * π * c₀) + ∑ j ∈ U, a j * w (g j 2) * w (g j 1)
        * Real.cos (x * g j 0) := fun x =>
    (line (2 * π * c₀) (fun j => a j * w (g j 2) * Real.cos (x * g j 0))
      (fun j => g j 1)).trans
      (congrArg (2 * π * (2 * π * c₀) + ·) (Finset.sum_congr rfl (fun j _ => by ring)))
  have hx := line (2 * π * (2 * π * c₀)) (fun j => a j * w (g j 2) * w (g j 1))
    (fun j => g j 0)
  have hs : ∑ j ∈ U, a j * w (g j 2) * w (g j 1) * w (g j 0) = 0 := by
    refine Finset.sum_eq_zero (fun j hj => ?_)
    obtain ⟨i, hi⟩ := Function.ne_iff.1 (hg j hj)
    fin_cases i
    · rw [hw (g j 0) hi]; ring
    · rw [hw (g j 1) hi]; ring
    · rw [hw (g j 2) hi]; ring
  change (∫ x in (-π)..π, ∫ y in (-π)..π, ∫ z in (-π)..π,
    (c₀ + ∑ j ∈ U, a j * Real.cos (x * g j 0) * Real.cos (y * g j 1)
      * Real.cos (z * g j 2))) / (2 * π) ^ 3 = c₀
  simp only [hz, hy]
  rw [hx, hs]
  have hpi := Real.pi_ne_zero
  field_simp
  ring
```

To apply this to star expansions, the double sum over R and S is flattened into one sum over pairs, `T.sigma latticeStar`. The hypothesis `0 ∉ T` keeps out the zero vector, whose star sum is the constant 1 and would add its coefficient to the average.

```lean
/-- The zone average of a finite star expansion without the zero vector among its stars is its
constant term. -/
theorem zoneAverage_band (c₀ : ℝ) (T : Finset (Fin 3 → ℤ)) (c : (Fin 3 → ℤ) → ℝ)
    (hT : 0 ∉ T) : zoneAverage (band c₀ T c) = c₀ := by
  have e : band c₀ T c = fun k => c₀ + ∑ p ∈ T.sigma latticeStar, c p.1
      * Real.cos (k 0 * p.2 0) * Real.cos (k 1 * p.2 1) * Real.cos (k 2 * p.2 2) := by
    funext k
    simp only [band, starSum_eq_prod, Finset.mul_sum, Finset.sum_sigma, mul_assoc]
  rw [e]
  refine zoneAverage_cosines (T.sigma latticeStar) c₀ (fun p => c p.1) (fun p => p.2) ?_
  rintro ⟨R, S⟩ hp h0
  obtain ⟨hR, hS⟩ := Finset.mem_sigma.1 hp
  simp only [latticeStar, Finset.mem_image, Finset.mem_univ, true_and] at hS
  obtain ⟨⟨σ, ε⟩, hS⟩ := hS
  -- a signed permutation of a nonzero vector is nonzero
  have hR0 : R = 0 := by
    funext j
    have h := congrFun (hS.trans h0) (σ.symm j)
    simpa using h
  exact hT (hR0 ▸ hR)
```

A single star is the special case with constant term 0 and coefficient 1.

```lean
/-- The star sum of every nonzero lattice vector has zone average zero. -/
theorem zoneAverage_starSum (R : Fin 3 → ℤ) (hR : R ≠ 0) : zoneAverage (starSum R) = 0 := by
  have h := zoneAverage_band 0 {R} (fun _ => 1) (by simpa using hR.symm)
  have e : band 0 {R} (fun _ => 1) = starSum R := by
    funext k
    simp [band]
  rwa [e] at h
```

## The four shortest nonzero stars and the one-point rule

The three zeros follow from the parity criterion. For (2,0,0), the six members are counted by direct evaluation.

```lean
/-- At the Baldereschi point the star sums of (1,0,0), (1,1,0) and (1,1,1) vanish, and that of
(2,0,0) equals -6. -/
theorem baldereschi_stars :
    starSum ![1, 0, 0] baldereschi = 0 ∧ starSum ![1, 1, 0] baldereschi = 0 ∧
    starSum ![1, 1, 1] baldereschi = 0 ∧ starSum ![2, 0, 0] baldereschi = -6 := by
  refine ⟨(starSum_eq_zero_iff _).2 ⟨0, by simp⟩, (starSum_eq_zero_iff _).2 ⟨0, by simp⟩,
    (starSum_eq_zero_iff _).2 ⟨0, by simp⟩, ?_⟩
  have e : (fun i => 2 * (![1, 0, 0] : Fin 3 → ℤ) i) = ![2, 0, 0] := by decide
  have hc : (latticeStar ![2, 0, 0]).card = 6 := by decide +kernel
  have h := starSum_even ![1, 0, 0]
  rw [e, hc] at h
  rw [h]
  simp [Fin.sum_univ_three]
```

The exactness theorem combines the two calculations: both sides equal `c₀`.

```lean
/-- The value at the Baldereschi point equals the zone average for every finite star expansion
in which each star's lattice vector has an odd component. -/
theorem baldereschi_exact (c₀ : ℝ) (T : Finset (Fin 3 → ℤ)) (c : (Fin 3 → ℤ) → ℝ)
    (hT : ∀ R ∈ T, ∃ i, Odd (R i)) :
    band c₀ T c baldereschi = zoneAverage (band c₀ T c) := by
  have h0 : (0 : Fin 3 → ℤ) ∉ T := by
    intro h
    obtain ⟨i, n, hn⟩ := hT 0 h
    have hn' : (0 : ℤ) = 2 * n + 1 := hn
    omega
  rw [zoneAverage_band c₀ T c h0]
  unfold band
  rw [Finset.sum_eq_zero (fun R hR => by rw [(starSum_eq_zero_iff R).2 (hT R hR), mul_zero]),
    add_zero]
```

With (2,0,0) included, the same comparison leaves its coefficient times −6.

```lean
/-- For an expansion in a constant and the stars of (1,0,0), (1,1,0), (1,1,1) and (2,0,0), the
value at the Baldereschi point is the zone average minus six times the (2,0,0) coefficient. -/
theorem baldereschi_error (c₀ : ℝ) (c : (Fin 3 → ℤ) → ℝ) :
    band c₀ {![1, 0, 0], ![1, 1, 0], ![1, 1, 1], ![2, 0, 0]} c baldereschi
      = zoneAverage (band c₀ {![1, 0, 0], ![1, 1, 0], ![1, 1, 1], ![2, 0, 0]} c)
        - 6 * c ![2, 0, 0] := by
  obtain ⟨h1, h2, h3, h4⟩ := baldereschi_stars
  rw [zoneAverage_band _ _ _ (by decide)]
  unfold band
  rw [Finset.sum_insert (by decide), Finset.sum_insert (by decide),
    Finset.sum_insert (by decide), Finset.sum_singleton, h1, h2, h3, h4]
  ring

end

end BaldereschiPoint
```

```lean
#print axioms BaldereschiPoint.zoneAverage_starSum
-- 'BaldereschiPoint.zoneAverage_starSum' depends on axioms: [propext, Classical.choice, Quot.sound]
#print axioms BaldereschiPoint.baldereschi_exact
-- 'BaldereschiPoint.baldereschi_exact' depends on axioms: [propext, Classical.choice, Quot.sound]
#print axioms BaldereschiPoint.baldereschi_error
-- 'BaldereschiPoint.baldereschi_error' depends on axioms: [propext, Classical.choice, Quot.sound]
```
